# Counting nearest-neighbour-blockaded configurations on a ring by whether one site is excited

On a finite ring of `n + 3` sites, where no two neighbouring sites may both be excited, `card_ring_succ` counts the configurations with `N + 1` excitations. Their number is the number of blockaded configurations of `N + 1` excitations on an open segment of `n + 2` sites, plus the number for `N` excitations on an open segment of `n` sites. The first term covers the case where the last site is empty; the second covers the case where it is excited, so that both its neighbours must be empty. The attempt applies `card_split` at site `n + 2` and proves the membership condition for each case, describing a configuration with that site excited as `insert (n + 2) t`.

The failing Lean file:

```lean
import Mathlib

open Finset

namespace CardRingSucc

/-- Configurations of `N` excitations on a ring with sites `0, …, L - 1`, in which no excited
site has an excited clockwise neighbour `(i + 1) mod L`. -/
def ringConfigs (L N : ℕ) : Finset (Finset ℕ) :=
  ((range L).powersetCard N).filter fun s => ∀ i ∈ s, (i + 1) % L ∉ s

/-- Configurations of `N` excitations on the open segment of `n` sites starting at site `a`,
in which no two neighbouring sites are excited. -/
def segmentConfigs (a n N : ℕ) : Finset (Finset ℕ) :=
  ((Ico a (a + n)).powersetCard N).filter fun s => ∀ i ∈ s, i + 1 ∉ s

/-- A configuration belongs to the segment when its excitations lie on the segment, number `N`,
and are never neighbours. -/
lemma mem_segment {a n N : ℕ} {s : Finset ℕ} : s ∈ segmentConfigs a n N ↔
    (∀ i ∈ s, a ≤ i ∧ i < a + n) ∧ s.card = N ∧ ∀ i ∈ s, i + 1 ∉ s := by
  simp only [segmentConfigs, mem_filter, mem_powersetCard, subset_iff, mem_Ico, and_assoc]

/-- The blockade on a ring of `n + 3` sites is the blockade on the open chain together with the
rule that the last site and site `0` are not both excited. -/
lemma mem_ring {n N : ℕ} {s : Finset ℕ} : s ∈ ringConfigs (n + 3) N ↔
    (∀ i ∈ s, i < n + 3) ∧ s.card = N ∧ (∀ i ∈ s, i + 1 ∉ s) ∧ (n + 2 ∈ s → 0 ∉ s) := by
  simp only [ringConfigs, mem_filter, mem_powersetCard, subset_iff, mem_range, and_assoc]
  refine and_congr_right fun h1 => and_congr_right fun _ => ⟨fun h => ⟨?_, ?_⟩, ?_⟩
  · intro i hi hi'
    have h2 := h i hi
    rw [Nat.mod_eq_of_lt (h1 hi')] at h2
    exact h2 hi'
  · intro hi
    have h2 := h _ hi
    rwa [show n + 2 + 1 = n + 3 by omega, Nat.mod_self] at h2
  · rintro ⟨h2, h3⟩ i hi
    have hlt := h1 hi
    by_cases he : i = n + 2
    · subst he
      rw [show n + 2 + 1 = n + 3 by omega, Nat.mod_self]
      exact h3 hi
    · rw [Nat.mod_eq_of_lt (by omega)]
      exact h2 i hi

/-- A family `F` of configurations is counted by splitting it into those with site `x` empty
(`G`) and those with `x` excited, the latter recorded by their other excitations (`H`). -/
lemma card_split {F G H : Finset (Finset ℕ)} (x : ℕ)
    (hG : ∀ s, s ∈ G ↔ s ∈ F ∧ x ∉ s) (hH : ∀ t, t ∈ H ↔ x ∉ t ∧ insert x t ∈ F) :
    F.card = G.card + H.card := by
  have hF : F = G ∪ H.image (insert x) := by
    ext s
    simp only [mem_union, mem_image, hG, hH]
    constructor
    · intro hs
      by_cases hx : x ∈ s
      · exact Or.inr ⟨s.erase x, ⟨by simp, by rwa [insert_erase hx]⟩, insert_erase hx⟩
      · exact Or.inl ⟨hs, hx⟩
    · rintro (h | ⟨t, ht, rfl⟩)
      · exact h.1
      · exact ht.2
  have hd : Disjoint G (H.image (insert x)) := by
    rw [disjoint_left]
    intro s hs ht
    obtain ⟨t, _, rfl⟩ := mem_image.mp ht
    exact ((hG _).mp hs).2 (mem_insert_self x t)
  have hi : Set.InjOn (insert x) (H : Set (Finset ℕ)) := by
    intro s hs t ht h
    have h' : insert x s = insert x t := h
    rw [← erase_insert ((hH s).mp (mem_coe.mp hs)).1, h',
      erase_insert ((hH t).mp (mem_coe.mp ht)).1]
  rw [hF, card_union_of_disjoint hd, card_image_of_injOn hi]

/-- The number of configurations of `N + 1` excitations on a ring of `n + 3` sites is the number for
`N + 1` excitations on an open segment of `n + 2` sites (last site empty) plus the number for `N`
excitations on an open segment of `n` sites (last site excited, both its neighbours empty). -/
theorem card_ring_succ (n N : ℕ) : (ringConfigs (n + 3) (N + 1)).card =
    (segmentConfigs 0 (n + 2) (N + 1)).card + (segmentConfigs 1 n N).card := by
  refine card_split (n + 2) (fun s => ?_) (fun t => ?_)
  · simp only [mem_segment, mem_ring]
    constructor
    · rintro ⟨h1, hc, h2⟩
      have hx : n + 2 ∉ s := fun h => by have := h1 _ h; omega
      exact ⟨⟨fun i hi => by have := h1 i hi; omega, hc, h2, fun h => absurd h hx⟩, hx⟩
    · rintro ⟨⟨h1, hc, h2, _⟩, hx⟩
      refine ⟨fun i hi => ?_, hc, h2⟩
      have h3 := h1 i hi
      have h4 : i ≠ n + 2 := fun h => hx (h ▸ hi)
      omega
  · rw [mem_segment, mem_ring]
    simp only [forall_mem_insert, mem_insert, not_or]
    constructor
    · rintro ⟨h1, hc, h2⟩
      have hx : n + 2 ∉ t := fun h => by have := h1 _ h; omega
      refine ⟨hx, ⟨by omega, fun i hi => by have := h1 i hi; omega⟩,
        by rw [card_insert_of_notMem hx, hc], ⟨⟨by omega, fun h => ?_⟩,
        fun i hi => ⟨by have := h1 i hi; omega, h2 i hi⟩⟩, fun _ => ⟨by omega, fun h => ?_⟩⟩
      · have := h1 _ h
        omega
      · have := h1 _ h
        omega
    · rintro ⟨hx, ⟨_, h1⟩, hc, ⟨_, h2⟩, h0⟩
      rw [card_insert_of_notMem hx] at hc
      refine ⟨fun i hi => ?_, by omega, fun i hi => (h2 i hi).2⟩
      have h3 := h1 i hi
      have h4 := (h2 i hi).1
      have h5 : i ≠ n + 2 := fun h => hx (h ▸ hi)
      have h6 : i ≠ 0 := fun h => (h0 (Or.inl rfl)).2 (h ▸ hi)
      omega

end CardRingSucc
```

Messages:

```
Main.lean:94:18: error: Invalid `⟨...⟩` notation: The expected type
  ∀ (i : ℕ), i = n + 2 ∨ i ∈ t → i < n + 3
is not an inductive type

Note: This notation can only be used when the expected type is an inductive type with a single constructor
Main.lean:95:46: error: Invalid `⟨...⟩` notation: The expected type
  ∀ (i : ℕ), i = n + 2 ∨ i ∈ t → ¬i + 1 = n + 2 ∧ i + 1 ∉ t
is not an inductive type

Note: This notation can only be used when the expected type is an inductive type with a single constructor
Main.lean:99:6: error: No goals to be solved
Main.lean:101:18: error: Tactic `rcases` failed: `left✝ : ∀ (i : ℕ), i = n + 2 ∨ i ∈ t → i < n + 3` is not an inductive datatype
Main.lean:90:15: warning: This simp argument is unused:
  forall_mem_insert

Hint: Omit it from the simp argument list.
  [apply] simp only [mem_insert, not_or]

Note: This linter can be disabled with `set_option linter.unusedSimpArgs false`
```

Cause. The failure is in the excited case. `forall_mem_insert` was meant to split each statement about all `i ∈ insert (n + 2) t` into one for `n + 2` and one for the members of `t`. But `mem_insert`, in the same `simp only`, rewrote the membership itself to `i = n + 2 ∨ i ∈ t`, so `forall_mem_insert` no longer matched, and Lean reports it unused.

The statements therefore stayed single `∀`s, which `⟨...⟩` can neither build (the first two errors) nor take apart (the `rcases` error). "No goals to be solved" is a consequence: one of the two `?_` goals lay inside a rejected bracket and was never created, so the second bullet had nothing to prove.

The repair drops the `simp only` and treats the conditions as `∀`s. In the forward direction it introduces `i` and splits memberships with `mem_insert.mp`. In the reverse direction it names each hypothesis whole and applies it to memberships built with `mem_insert_of_mem`, `mem_insert.mpr` or `mem_insert_self`.

The mended proof, as a diff:

```diff
@@ -88,22 +88,35 @@
       omega
   · rw [mem_segment, mem_ring]
-    simp only [forall_mem_insert, mem_insert, not_or]
     constructor
     · rintro ⟨h1, hc, h2⟩
       have hx : n + 2 ∉ t := fun h => by have := h1 _ h; omega
-      refine ⟨hx, ⟨by omega, fun i hi => by have := h1 i hi; omega⟩,
-        by rw [card_insert_of_notMem hx, hc], ⟨⟨by omega, fun h => ?_⟩,
-        fun i hi => ⟨by have := h1 i hi; omega, h2 i hi⟩⟩, fun _ => ⟨by omega, fun h => ?_⟩⟩
-      · have := h1 _ h
-        omega
-      · have := h1 _ h
-        omega
-    · rintro ⟨hx, ⟨_, h1⟩, hc, ⟨_, h2⟩, h0⟩
+      refine ⟨hx, fun i hi => ?_, by rw [card_insert_of_notMem hx, hc],
+        fun i hi h => ?_, fun _ h => ?_⟩
+      · rcases mem_insert.mp hi with hi | hi
+        · omega
+        · have := h1 i hi
+          omega
+      · rcases mem_insert.mp hi with hi | hi <;> rcases mem_insert.mp h with h | h
+        · omega
+        · have := h1 _ h
+          omega
+        · have := h1 i hi
+          omega
+        · exact h2 i hi h
+      · rcases mem_insert.mp h with h | h
+        · omega
+        · have := h1 _ h
+          omega
+    · rintro ⟨hx, h1, hc, h2, h0⟩
       rw [card_insert_of_notMem hx] at hc
-      refine ⟨fun i hi => ?_, by omega, fun i hi => (h2 i hi).2⟩
-      have h3 := h1 i hi
-      have h4 := (h2 i hi).1
+      refine ⟨fun i hi => ?_, by omega,
+        fun i hi h => h2 i (mem_insert_of_mem hi) (mem_insert_of_mem h)⟩
+      have h3 := h1 i (mem_insert_of_mem hi)
+      have h4 : i + 1 ≠ n + 2 := fun h =>
+        h2 i (mem_insert_of_mem hi) (mem_insert.mpr (Or.inl h))
       have h5 : i ≠ n + 2 := fun h => hx (h ▸ hi)
-      have h6 : i ≠ 0 := fun h => (h0 (Or.inl rfl)).2 (h ▸ hi)
+      have h6 : i ≠ 0 := by
+        rintro rfl
+        exact h0 (mem_insert_self _ _) (mem_insert_of_mem hi)
       omega
 
```
